# A positive definite hardness matrix gives one charge-equilibration ground state at each total charge, with equal electronegativities

Q: Let me first fix the definitions. Atoms $i$ carry real charges $q_i$, in units of the elementary charge. Each atom has a bare electronegativity $\chi_i$, and a real matrix $J$ holds the hardnesses $J_{ii}$ and the Coulomb couplings $J_{ij}$. What are the conventions for signs and factors of two?

A: The energy is

$$E(q)=\chi\cdot q+\tfrac12\,q\cdot Jq .$$

A single atom therefore contributes $\chi_i q_i+\tfrac12J_{ii}q_i^2$, and for symmetric $J$ each pair contributes $J_{ij}q_iq_j$ once. Positive $q_i$ means that electrons have been removed. In Lean the atoms form a finite type `ι`, a charge vector is a function `ι → ℝ`, `⬝ᵥ` is the dot product and `*ᵥ` applies a matrix to a vector.

```lean
import Mathlib

open Matrix

namespace ChargeEquilibration

noncomputable section

variable {ι : Type*} [Fintype ι]

/-- The charge-equilibration energy `χ·q + q·Jq/2` of the atomic charges `q`. -/
def energy (χ : ι → ℝ) (J : Matrix ι ι ℝ) (q : ι → ℝ) : ℝ :=
  χ ⬝ᵥ q + (q ⬝ᵥ J *ᵥ q) / 2
```

Q: And the quantity that is supposed to equalise?

A: The vector $\chi+Jq$, the electronegativity of each atom in the field of all the charges.

```lean
/-- The local electronegativities `χ + Jq` of the atoms carrying charges `q`. -/
def localElectronegativity (χ : ι → ℝ) (J : Matrix ι ι ℝ) (q : ι → ℝ) : ι → ℝ :=
  χ + J *ᵥ q
```

Q: My first doubt concerns "ground state". If it only means that the equalisation equations hold, the result is circular.

A: It means a constrained global minimum. The charges must sum to the prescribed total $Q$, and no other charge vector with that sum may have lower energy. Electronegativity doesn't enter the definition.

```lean
/-- The charges `q` have total `Q` and minimise the energy among all charges with total `Q`. -/
def IsGroundState (χ : ι → ℝ) (J : Matrix ι ι ℝ) (Q : ℝ) (q : ι → ℝ) : Prop :=
  ∑ i, q i = Q ∧ ∀ p : ι → ℝ, ∑ i, p i = Q → energy χ J q ≤ energy χ J p
```

Q: What do you assume about $J$?

A: That it is positive definite: every nonzero pattern of charges costs positive quadratic energy. Physically, the hardnesses are large enough that the couplings cannot make any charge rearrangement self-amplifying. This is assumed, not derived from a particular Coulomb kernel. Mathlib's `PosDef` includes the Hermitian property, which for real entries is symmetry. The two lemmas extract symmetry and positivity.

```lean
omit [Fintype ι] in
/-- A positive definite real hardness matrix is symmetric. -/
lemma isSymm_of_posDef {J : Matrix ι ι ℝ} (hJ : J.PosDef) : J.IsSymm := by
  have h := hJ.isHermitian.eq
  rw [Matrix.conjTranspose_eq_transpose_of_trivial] at h
  exact h

/-- For positive definite `J`, `d·Jd` is positive for every nonzero charge displacement `d`. -/
lemma quad_pos {J : Matrix ι ι ℝ} (hJ : J.PosDef) {d : ι → ℝ} (hd : d ≠ 0) :
    0 < d ⬝ᵥ J *ᵥ d := by
  simpa only [star_trivial] using hJ.dotProduct_mulVec_pos hd
```

Q: You wrote $\chi+Jq$ down by hand. Is it really the derivative of the energy?

A: It is the linear coefficient in an exact expansion. For a displacement $d$,

$$E(q+d)=\chi\cdot q+\chi\cdot d+\tfrac12\left(q\cdot Jq+q\cdot Jd+d\cdot Jq+d\cdot Jd\right).$$

By symmetry both cross terms equal $(Jq)\cdot d$, so

$$E(q+d)=E(q)+(\chi+Jq)\cdot d+\tfrac12\,d\cdot Jd .$$

In the proof, `h1` and `h2` are the two cross-term identities, and `linear_combination` adds half of each.

```lean
/-- For symmetric `J`, the energy change under a charge displacement `d` is the local
electronegativity paired with `d`, plus the quadratic energy of `d`. -/
theorem energy_add (χ : ι → ℝ) {J : Matrix ι ι ℝ} (hJ : J.IsSymm) (q d : ι → ℝ) :
    energy χ J (q + d) =
      energy χ J q + localElectronegativity χ J q ⬝ᵥ d + (d ⬝ᵥ J *ᵥ d) / 2 := by
  have h1 : q ⬝ᵥ J *ᵥ d = (J *ᵥ q) ⬝ᵥ d := by
    rw [Matrix.dotProduct_mulVec, ← Matrix.mulVec_transpose, hJ.eq]
  have h2 : d ⬝ᵥ J *ᵥ q = (J *ᵥ q) ⬝ᵥ d := dotProduct_comm _ _
  simp only [energy, localElectronegativity, Matrix.mulVec_add, dotProduct_add, add_dotProduct]
  linear_combination (h1 + h2) / 2
```

Q: Where does charge conservation come in?

A: Suppose every component of $\chi+Jq$ equals $\mu$, and let $p$ have the same total charge as $q$. With $d=p-q$ we have $\sum_i d_i=0$, so the linear term is $\mu\sum_i d_i=0$ and

$$E(p)=E(q)+\tfrac12(p-q)\cdot J(p-q).$$

The step `h0` is the vanishing of the linear term.

```lean
/-- For symmetric `J`, if all local electronegativities at `q` equal `μ`, any charges `p` with the
same total differ in energy from `q` by the quadratic energy of `p - q`. -/
theorem energy_gap {χ : ι → ℝ} {J : Matrix ι ι ℝ} (hJ : J.IsSymm) {q p : ι → ℝ} {μ : ℝ}
    (hμ : ∀ i, localElectronegativity χ J q i = μ) (hsum : ∑ i, p i = ∑ i, q i) :
    energy χ J p = energy χ J q + ((p - q) ⬝ᵥ J *ᵥ (p - q)) / 2 := by
  -- the linear term vanishes because the displacement carries no net charge
  have h0 : localElectronegativity χ J q ⬝ᵥ (p - q) = 0 := by
    simp only [dotProduct, hμ, Pi.sub_apply, ← Finset.mul_sum, Finset.sum_sub_distrib,
      hsum, sub_self, mul_zero]
  have h := energy_add χ hJ q (p - q)
  rw [add_sub_cancel, h0, add_zero] at h
  exact h
```

Q: That compares energies once equalised charges exist. Do they?

A: Solve for them. From $\chi+Jq=\mu\mathbf 1$, where $\mathbf 1$ is the vector of ones, we get $q=\mu J^{-1}\mathbf 1-J^{-1}\chi$. Let $C=\sum_i(J^{-1}\mathbf 1)_i$ be the sum of all entries of $J^{-1}$. Summing the charges gives $Q=\mu C-\sum_i(J^{-1}\chi)_i$, hence

$$\mu(Q)=\frac{Q+\sum_i(J^{-1}\chi)_i}{C}.$$

The next definitions are $C$, $\mu(Q)$ and the resulting charges. Here $\mu$ is conjugate to charge, so it has the opposite sign to the chemical potential of the electrons.

```lean
variable [DecidableEq ι]

/-- The sum of all entries of `J⁻¹`, for invertible `J`. -/
def capacitance (J : Matrix ι ι ℝ) : ℝ := ∑ i, (J⁻¹ *ᵥ (1 : ι → ℝ)) i

/-- The number `(Q + ∑ᵢ (J⁻¹χ)ᵢ) / C`, for invertible `J` with nonzero capacitance `C`. -/
def chemicalPotential (χ : ι → ℝ) (J : Matrix ι ι ℝ) (Q : ℝ) : ℝ :=
  (Q + ∑ i, (J⁻¹ *ᵥ χ) i) / capacitance J

/-- The charges `J⁻¹(μ1 - χ)` with `μ` the chemical potential at total charge `Q`,
for invertible `J` with nonzero capacitance. -/
def equilibriumCharge (χ : ι → ℝ) (J : Matrix ι ι ℝ) (Q : ℝ) : ι → ℝ :=
  chemicalPotential χ J Q • (J⁻¹ *ᵥ (1 : ι → ℝ)) - J⁻¹ *ᵥ χ
```

Q: You divided by $C$. Why is it nonzero?

A: Put $u=J^{-1}\mathbf 1$. Then $Ju=\mathbf 1$, which is nonzero because there is at least one atom, so $u\neq0$. Positive definiteness gives $0<u\cdot Ju=u\cdot\mathbf 1=C$. The first lemma supplies $J(J^{-1}v)=v$ from the positive determinant, and the second follows this argument.

```lean
/-- Applying `J` undoes `J⁻¹` for a positive definite hardness matrix. -/
lemma mulVec_inv_mulVec {J : Matrix ι ι ℝ} (hJ : J.PosDef) (v : ι → ℝ) :
    J *ᵥ (J⁻¹ *ᵥ v) = v := by
  rw [Matrix.mulVec_mulVec, Matrix.mul_nonsing_inv J (isUnit_iff_ne_zero.mpr hJ.det_pos.ne'),
    Matrix.one_mulVec]

/-- The capacitance of a positive definite hardness matrix is positive. -/
lemma capacitance_pos [Nonempty ι] {J : Matrix ι ι ℝ} (hJ : J.PosDef) :
    0 < capacitance J := by
  have hu := mulVec_inv_mulVec hJ (1 : ι → ℝ)
  have hne : J⁻¹ *ᵥ (1 : ι → ℝ) ≠ 0 := by
    intro h
    rw [h, Matrix.mulVec_zero] at hu
    obtain ⟨i⟩ := ‹Nonempty ι›
    have hi := congrFun hu i
    simp at hi
  have hpos := quad_pos hJ hne
  rw [hu] at hpos
  unfold capacitance
  simpa only [dotProduct, Pi.one_apply, mul_one] using hpos
```

With $C>0$ the solution can be checked by substitution: the charges sum to $Q$, and $\chi+J(\mu J^{-1}\mathbf 1-J^{-1}\chi)=\mu\mathbf 1$. The two halves of the next proof are these two checks.

```lean
/-- For positive definite `J`, the equilibrium charges have total `Q`, and every local
electronegativity there equals the chemical potential. -/
theorem equilibriumCharge_spec [Nonempty ι] (χ : ι → ℝ) {J : Matrix ι ι ℝ} (hJ : J.PosDef)
    (Q : ℝ) : ∑ i, equilibriumCharge χ J Q i = Q ∧
      ∀ i, localElectronegativity χ J (equilibriumCharge χ J Q) i
        = chemicalPotential χ J Q := by
  constructor
  · simp only [equilibriumCharge, Pi.sub_apply, Pi.smul_apply, smul_eq_mul,
      Finset.sum_sub_distrib, ← Finset.mul_sum]
    change chemicalPotential χ J Q * capacitance J - _ = Q
    rw [chemicalPotential, div_mul_cancel₀ _ (capacitance_pos hJ).ne']
    ring
  · intro i
    simp only [localElectronegativity, equilibriumCharge, Matrix.mulVec_sub,
      Matrix.mulVec_smul, mulVec_inv_mulVec hJ, Pi.add_apply, Pi.sub_apply, Pi.smul_apply,
      Pi.one_apply, smul_eq_mul]
    ring
```

Q: Stationary points can be saddles, though.

A: Not here. In the gap formula the quadratic term is zero if $p=q$ and positive otherwise, so equalised charges are a global minimum. The proof splits into exactly those two cases.

```lean
omit [DecidableEq ι] in
/-- For positive definite `J`, charges with total `Q` and equal local electronegativities form a
ground state. -/
theorem isGroundState_of_equalised {χ : ι → ℝ} {J : Matrix ι ι ℝ} (hJ : J.PosDef)
    {Q μ : ℝ} {q : ι → ℝ} (hq : ∑ i, q i = Q)
    (hμ : ∀ i, localElectronegativity χ J q i = μ) : IsGroundState χ J Q q := by
  refine ⟨hq, fun p hp => ?_⟩
  have hgap := energy_gap (isSymm_of_posDef hJ) hμ (hp.trans hq.symm)
  rcases eq_or_ne (p - q) 0 with h | h
  · rw [sub_eq_zero.mp h]
  · linarith [quad_pos hJ h]
```

Q: Could a different minimiser exist, one that isn't equalised?

A: Let $q^*$ be the explicit solution and $q\neq q^*$ a supposed ground state with the same total. The gap formula around $q^*$ gives $E(q)>E(q^*)$, which contradicts the minimality of $q$. So being a ground state is the same as being $q^*$.

```lean
/-- For positive definite `J`, charges are a ground state at total charge `Q` iff they are the
explicit equilibrium charges. -/
theorem isGroundState_iff_eq [Nonempty ι] {χ : ι → ℝ} {J : Matrix ι ι ℝ} (hJ : J.PosDef)
    {Q : ℝ} {q : ι → ℝ} : IsGroundState χ J Q q ↔ q = equilibriumCharge χ J Q := by
  obtain ⟨hs, hμ⟩ := equilibriumCharge_spec χ hJ Q
  constructor
  · intro h
    by_contra hne
    -- a different minimiser would lie strictly above the equalised charges
    have hgap := energy_gap (isSymm_of_posDef hJ) hμ (h.1.trans hs.symm)
    linarith [quad_pos hJ (sub_ne_zero.mpr hne), h.2 _ hs]
  · rintro rfl
    exact isGroundState_of_equalised hJ hs hμ
```

Q: Then read me the main statement in words.

A: For a nonempty finite set of atoms, any $\chi$, any positive definite $J$ and any real $Q$, two things hold. Exactly one charge vector is a ground state; that is the `∃!`. And a charge vector is that ground state if and only if it sums to $Q$ and $\chi+Jq$ has the same value on every pair of atoms. For a single atom the equality is vacuous and the charge is simply $Q$. The proof takes the forward direction from the explicit solution. For the converse it picks one atom `i₀` and uses its electronegativity as $\mu$.

```lean
/-- For positive definite `J` there is exactly one ground state at total charge `Q`, and
charges are the ground state iff they sum to `Q` and all local electronegativities agree. -/
theorem electronegativity_equalisation [Nonempty ι] (χ : ι → ℝ) {J : Matrix ι ι ℝ}
    (hJ : J.PosDef) (Q : ℝ) :
    (∃! q, IsGroundState χ J Q q) ∧
      ∀ q, IsGroundState χ J Q q ↔ ∑ i, q i = Q ∧
        ∀ i j, localElectronegativity χ J q i = localElectronegativity χ J q j := by
  refine ⟨⟨equilibriumCharge χ J Q, (isGroundState_iff_eq hJ).mpr rfl,
    fun q hq => (isGroundState_iff_eq hJ).mp hq⟩, fun q => ⟨fun h => ?_, fun h => ?_⟩⟩
  · rw [(isGroundState_iff_eq hJ).mp h]
    obtain ⟨hs, hμ⟩ := equilibriumCharge_spec χ hJ Q
    exact ⟨hs, fun i j => (hμ i).trans (hμ j).symm⟩
  · obtain ⟨i₀⟩ := ‹Nonempty ι›
    exact isGroundState_of_equalised hJ h.1 (fun i => h.2 i i₀)
```

Q: What breaks if $J$ is symmetric and invertible but not positive definite?

A: The ground state can disappear. Take two atoms with $\chi=0$, $Q=0$ and

$$J=\begin{pmatrix}1&2\\2&1\end{pmatrix}.$$

The charges $(t,-t)$ have energy $-t^2$, which is unbounded below, so there is no ground state. Yet $q=0$ satisfies the equalisation equations, and a general linear solver, such as one based on LU factorisation, would return it without complaint. The coupling has outgrown the hardness, as happens when bare point charges come too close. Positive definiteness is sufficient but not necessary, however. For symmetric $J$ it is enough that $d\cdot Jd>0$ for every nonzero $d$ with $\sum_i d_i=0$, since only such displacements keep the total charge fixed. The Lean theorems use the stronger assumption.

Q: Does $\mu$ mean anything energetically, or is it only a Lagrange multiplier?

A: It is the slope of the ground-state energy. Let $q$ and $q'$ be the ground states at $Q$ and $Q'$, and set $d=q'-q$. The formula for $\mu$ gives $\mu(Q')-\mu(Q)=(Q'-Q)/C$. Subtracting the two equalisation equations shows that every component of $Jd$ has this value. Since $\sum_i d_i=Q'-Q$, the expansion becomes

$$E(q')=E(q)+\mu(Q)\,(Q'-Q)+\frac{(Q'-Q)^2}{2C}.$$

In the code `hlin` is the linear term, `hshift` the uniform shift and `hquad` the quadratic term. The curvature is $1/C$, which is why $C$ is called a capacitance.

```lean
/-- For positive definite `J`, the equilibrium energy is exactly quadratic in the total charge, with
slope the chemical potential and curvature the inverse capacitance. -/
theorem energy_equilibriumCharge [Nonempty ι] (χ : ι → ℝ) {J : Matrix ι ι ℝ}
    (hJ : J.PosDef) (Q Q' : ℝ) :
    energy χ J (equilibriumCharge χ J Q') = energy χ J (equilibriumCharge χ J Q)
      + chemicalPotential χ J Q * (Q' - Q) + (Q' - Q) ^ 2 / (2 * capacitance J) := by
  have hC := (capacitance_pos hJ).ne'
  obtain ⟨hs, hμ⟩ := equilibriumCharge_spec χ hJ Q
  obtain ⟨hs', hμ'⟩ := equilibriumCharge_spec χ hJ Q'
  set q := equilibriumCharge χ J Q
  set q' := equilibriumCharge χ J Q'
  have hdiff : chemicalPotential χ J Q' - chemicalPotential χ J Q
      = (Q' - Q) / capacitance J := by
    unfold chemicalPotential
    ring
  have hsum : ∑ i, (q' - q) i = Q' - Q := by
    simp only [Pi.sub_apply, Finset.sum_sub_distrib, hs, hs']
  have hlin : localElectronegativity χ J q ⬝ᵥ (q' - q)
      = chemicalPotential χ J Q * (Q' - Q) := by
    simp only [dotProduct, hμ, ← Finset.mul_sum, hsum]
  -- the added charge shifts every local electronegativity by the same amount
  have hshift : ∀ i, (J *ᵥ (q' - q)) i = (Q' - Q) / capacitance J := by
    intro i
    have h1 := hμ i
    have h2 := hμ' i
    simp only [localElectronegativity, Pi.add_apply] at h1 h2
    rw [Matrix.mulVec_sub, Pi.sub_apply]
    linarith
  have hquad : (q' - q) ⬝ᵥ J *ᵥ (q' - q) = (Q' - Q) * ((Q' - Q) / capacitance J) := by
    simp only [dotProduct, hshift, ← Finset.sum_mul, hsum]
  have h := energy_add χ (isSymm_of_posDef hJ) q (q' - q)
  rw [add_sub_cancel, hlin, hquad] at h
  rw [h]
  field_simp
```

Differentiating this polynomial at $Q'=Q$ removes the quadratic term and leaves $\mu(Q)$.

```lean
/-- For positive definite `J`, the derivative of the equilibrium energy with respect to total charge
is the chemical potential. -/
theorem hasDerivAt_energy [Nonempty ι] (χ : ι → ℝ) {J : Matrix ι ι ℝ} (hJ : J.PosDef)
    (Q : ℝ) : HasDerivAt (fun x => energy χ J (equilibriumCharge χ J x))
      (chemicalPotential χ J Q) Q := by
  rw [funext (energy_equilibriumCharge χ hJ Q)]
  have hx : HasDerivAt (fun x : ℝ => x - Q) 1 Q := (hasDerivAt_id' Q).sub_const Q
  exact (((hx.const_mul (chemicalPotential χ J Q)).const_add
    (energy χ J (equilibriumCharge χ J Q))).fun_add
    ((hx.fun_pow 2).div_const (2 * capacitance J))).congr_deriv (by simp)
```

Q: Give me something I can check against a diatomic.

A: Number the atoms 0 and 1, as Lean does. Equalisation reads

$$\chi_0+J_{00}q_0+J_{01}q_1=\chi_1+J_{10}q_0+J_{11}q_1 .$$

Insert $q_1=Q-q_0$ and $J_{10}=J_{01}$, then collect $q_0$:

$$q_0=\frac{\chi_1-\chi_0+(J_{11}-J_{01})Q}{J_{00}+J_{11}-2J_{01}} .$$

The denominator is $d\cdot Jd$ for $d=(1,-1)$, the transfer of charge between the atoms, so it is positive. For a neutral molecule the more electronegative atom comes out negative, as it should.

```lean
/-- For positive definite `J`, in a diatomic ground state the charge on the first atom is given by
the electronegativity difference, the total charge and the hardness matrix. -/
theorem diatomic_charge {χ q : Fin 2 → ℝ} {J : Matrix (Fin 2) (Fin 2) ℝ} (hJ : J.PosDef)
    {Q : ℝ} (h : IsGroundState χ J Q q) :
    q 0 = (χ 1 - χ 0 + (J 1 1 - J 0 1) * Q) / (J 0 0 + J 1 1 - 2 * J 0 1) := by
  obtain ⟨hs, he⟩ := ((electronegativity_equalisation χ hJ Q).2 q).mp h
  have e := he 0 1
  have hsym : J 1 0 = J 0 1 := (isSymm_of_posDef hJ).apply 0 1
  simp only [localElectronegativity, Pi.add_apply, Matrix.mulVec, dotProduct,
    Fin.sum_univ_two] at e hs
  -- transferring unit charge between the atoms costs positive quadratic energy
  have hne : (![1, -1] : Fin 2 → ℝ) ≠ 0 := fun h0 => by
    have h1 := congrFun h0 0
    simp at h1
  have hpos := quad_pos hJ hne
  simp [Matrix.mulVec, dotProduct, Fin.sum_univ_two] at hpos
  have hD : 0 < J 0 0 + J 1 1 - 2 * J 0 1 := by linarith
  rw [eq_div_iff hD.ne']
  linear_combination e + (J 1 1 - J 0 1) * hs + q 0 * hsym

end

end ChargeEquilibration
```

```lean
#print axioms ChargeEquilibration.electronegativity_equalisation
#print axioms ChargeEquilibration.hasDerivAt_energy
#print axioms ChargeEquilibration.diatomic_charge
```

```
'ChargeEquilibration.electronegativity_equalisation' depends on axioms: [propext, Classical.choice, Quot.sound]
'ChargeEquilibration.hasDerivAt_energy' depends on axioms: [propext, Classical.choice, Quot.sound]
'ChargeEquilibration.diatomic_charge' depends on axioms: [propext, Classical.choice, Quot.sound]
```

Q: So what may I use this for, and where must I stop?

A: In a fluctuating-charge simulation with this quadratic energy, at fixed geometry and with positive definite $J$, solving the linear equalisation equations together with the total-charge constraint gives the constrained energy minimum. The model has one constraint on the total charge, so charge may flow between any two atoms, and nothing bounds the individual charges or makes them integers on separated fragments. How $\chi$ and $J$ follow from electronic structure, or change as the atoms move, is left open.
